# Helium with one linear $r_{12}$ term: the lowest energy at orbital exponent 2

The two electrons of helium repel each other, but a product of 1s functions gives each electron the same distribution wherever the other one is. With exponent 2, the exact orbital of He⁺, this product $\Phi$ has energy $-11/4$ hartree. How far does the energy fall if the trial function may also depend linearly on the distance $r_{12}$ between the electrons?

For $\psi=(x_0+x_1r_{12})\Phi$ with real $x_0,x_1$, not both zero, the lowest energy is attained and equals

$$E=-\frac{332+\sqrt{316728}}{311},\qquad -2.878<E<-2.877\ \text{hartree}.$$

R12 methods build on the same product of $r_{12}$ and a reference function; here it is treated variationally with the full Hamiltonian, for two electrons and a fixed exponent, and not through second-order perturbation theory as in MP2-R12.

## Norm and energy in the coordinates s, t, u

Let $r_1,r_2$ be the distances of the electrons from the nucleus, and set $s=r_1+r_2$, $t=r_1-r_2$, $u=r_{12}$. The triangle inequality gives $|t|\le u\le s$, and the volume element is $\pi^2u(s^2-t^2)\,ds\,du\,dt$. The normalised product is $\Phi=(8/\pi)e^{-2s}$. We drop $\pi^2$ from the volume element and write $\Phi=8e^{-2s}$.

With subscripts for partial derivatives and $\hat u=(\mathbf r_1-\mathbf r_2)/u$,

$$\nabla_1\psi=(\psi_s+\psi_t)\hat r_1+\psi_u\hat u,\qquad \nabla_2\psi=(\psi_s-\psi_t)\hat r_2-\psi_u\hat u.$$

Since $r_1^2-r_2^2=st$, we have $\hat r_1\cdot\hat u=(st+u^2)/(2r_1u)$ and $\hat r_2\cdot\hat u=(st-u^2)/(2r_2u)$. With $4r_1r_2=s^2-t^2$, the kinetic energy density $\frac12(|\nabla_1\psi|^2+|\nabla_2\psi|^2)$ times $u(s^2-t^2)$ becomes

$$u(s^2-t^2)(\psi_s^2+\psi_t^2+\psi_u^2)+2s(u^2-t^2)\psi_s\psi_u+2t(s^2-u^2)\psi_t\psi_u.$$

The potential $1/u-2/r_1-2/r_2$ contributes $(s^2-t^2-8su)\psi^2$.

Put $p=x_0+x_1u$. Then $\psi_s=-2\psi$, $\psi_t=0$ and $\psi_u=8x_1e^{-2s}$. Integrating over $t$ leaves $64e^{-4s}$ times

$$\text{norm: }p^2\left(2s^2u^2-\tfrac23u^4\right),$$

$$\text{energy: }(4p^2+x_1^2)\left(2s^2u^2-\tfrac23u^4\right)-\tfrac{16}{3}su^3px_1+p^2\left(2s^2u-\tfrac23u^3-16su^2\right).$$

Integrating over $u$ from 0 to $s$ gives

$$\text{norm: }\tfrac8{15}x_0^2s^5+\tfrac79x_0x_1s^6+\tfrac{32}{105}x_1^2s^7,$$

$$\begin{aligned}\text{energy: }&-\tfrac92x_0^2s^4+\left(\tfrac{32}{15}x_0^2-\tfrac{124}{15}x_0x_1+\tfrac8{15}x_1^2\right)s^5\\&+\left(\tfrac{28}9x_0x_1-\tfrac{349}{90}x_1^2\right)s^6+\tfrac{128}{105}x_1^2s^7.\end{aligned}$$

The moments $64\int_0^\infty s^ne^{-4s}ds=64\,n!/4^{n+1}$ are $\frac32,\frac{15}8,\frac{45}{16},\frac{315}{64}$ for $n=4,\dots,7$. With $x=(x_0,x_1)$, the squared norm and the energy integral are the quadratic forms of the symmetric overlap matrix $S$ and Hamiltonian matrix $H$:

$$x\cdot Sx=x_0^2+\tfrac{35}{16}x_0x_1+\tfrac32x_1^2,\qquad x\cdot Hx=-\tfrac{11}4x_0^2-\tfrac{27}4x_0x_1-\tfrac{125}{32}x_1^2.$$

## The two-by-two secular problem

Completing the square,

$$x\cdot Sx=\left(x_0+\tfrac{35}{32}x_1\right)^2+\tfrac{311}{1024}x_1^2,$$

so $S$ is positive definite. The condition $\det(H-ES)=0$ reads $311E^2+664E-664=0$, and the stated $E$ is its lower root. The bounds follow from $562.75<\sqrt{316728}<563$.

Let $A=-\frac{11}4-E$ and $B=-\frac{27}8-\frac{35}{32}E$, the first row of $H-ES$. The bounds give $A>0$, and the vanishing determinant gives

$$A\,(x\cdot Hx-E\,x\cdot Sx)=(Ax_0+Bx_1)^2\ge0.$$

No quotient $x\cdot Hx/x\cdot Sx$ therefore lies below $E$, and the nonzero vector $(-B,A)$ attains it.

In a program this step is the generalised eigenvalue problem $Hx=ESx$. With SciPy, `scipy.linalg.eigh(H, S)` returns the eigenvalues in ascending order, here about $-2.8771$ and $0.742$. The routine requires a positive definite $S$; in larger bases, near linear dependence can make that requirement fail numerically.

## The energy functional in Lean

```lean
import Mathlib

open MeasureTheory Matrix

namespace HeliumR12

noncomputable section
```

The iterated integral runs over $t$, then $u$, then $s$.

```lean
/-- Integral over the Hylleraas coordinates `s = r1 + r2`, `t = r1 - r2`, `u = r12`,
for integrands that are integrable on the region `|t| ≤ u ≤ s`. -/
def volumeIntegral (f : ℝ → ℝ → ℝ → ℝ) : ℝ :=
  ∫ s in Set.Ioi (0 : ℝ), ∫ u in (0 : ℝ)..s, ∫ t in (-u)..u, f s t u
```

The two densities are the expressions derived above. The change from Cartesian coordinates to $s,t,u$ is built into these definitions, and the theorems start from them. They describe a nonrelativistic atom with a fixed point nucleus.

```lean
/-- Density of the squared norm of a real wave function `ψ(s,t,u)`, with the volume element
`u (s² - t²)`; the constant angular factor `π²` is dropped. -/
def normDensity (ψ : ℝ → ℝ → ℝ → ℝ) (s t u : ℝ) : ℝ :=
  u * (s ^ 2 - t ^ 2) * ψ s t u ^ 2

/-- Energy density of helium in hartree for a real, differentiable wave function `ψ(s,t,u)`, with
the constant angular factor `π²` dropped: kinetic energy, then electron repulsion and attraction by
a nucleus of charge 2. -/
def energyDensity (ψ : ℝ → ℝ → ℝ → ℝ) (s t u : ℝ) : ℝ :=
  u * (s ^ 2 - t ^ 2) *
      (deriv (fun y => ψ y t u) s ^ 2 + deriv (fun y => ψ s y u) t ^ 2 + deriv (ψ s t) u ^ 2)
    + 2 * s * (u ^ 2 - t ^ 2) * deriv (fun y => ψ y t u) s * deriv (ψ s t) u
    + 2 * t * (s ^ 2 - u ^ 2) * deriv (fun y => ψ s y u) t * deriv (ψ s t) u
    + (s ^ 2 - t ^ 2 - 8 * s * u) * ψ s t u ^ 2
```

The coefficients are a vector `x : Fin 2 → ℝ`, with `x 0` multiplying $\Phi$ and `x 1` multiplying $r_{12}\Phi$.

```lean
/-- The trial function `(x₀ + x₁ r12) Φ`, where `Φ = 8 exp(-2 (r1 + r2))`. -/
def trial (x : Fin 2 → ℝ) (s _t u : ℝ) : ℝ :=
  (x 0 + x 1 * u) * (8 * Real.exp (-2 * s))
```

The matrices are entered as numbers; `norm_trial` and `energy_trial` below connect them to the integrals.

```lean
/-- The overlap matrix in the basis `Φ`, `r12 Φ`. -/
def overlap : Matrix (Fin 2) (Fin 2) ℝ := !![1, 35/32; 35/32, 3/2]

/-- The Hamiltonian matrix in the basis `Φ`, `r12 Φ`, in hartree. -/
def hamiltonian : Matrix (Fin 2) (Fin 2) ℝ := !![-11/4, -27/8; -27/8, -125/32]

/-- The number `-(332 + √316728)/311`, in hartree. -/
def r12Energy : ℝ := -(332 + Real.sqrt 316728) / 311
```

## From integrals to matrices

The $t$ and $u$ integrals both involve polynomials of degree at most six, so one lemma, proved from an antiderivative, serves for both.

```lean
/-- The integral of a polynomial of degree at most six, times a constant, over an interval. -/
theorem integral_poly (a b w c₀ c₁ c₂ c₃ c₄ c₅ c₆ : ℝ) :
    ∫ x in a..b, w * (c₀ + c₁ * x + c₂ * x ^ 2 + c₃ * x ^ 3 + c₄ * x ^ 4 + c₅ * x ^ 5
      + c₆ * x ^ 6) =
    w * (c₀ * (b - a) + c₁ * (b ^ 2 - a ^ 2) / 2 + c₂ * (b ^ 3 - a ^ 3) / 3
      + c₃ * (b ^ 4 - a ^ 4) / 4 + c₄ * (b ^ 5 - a ^ 5) / 5 + c₅ * (b ^ 6 - a ^ 6) / 6
      + c₆ * (b ^ 7 - a ^ 7) / 7) := by
  have h : ∀ x ∈ Set.uIcc a b, HasDerivAt (fun y : ℝ => c₀ * y ^ 1 + c₁ / 2 * y ^ 2
      + c₂ / 3 * y ^ 3 + c₃ / 4 * y ^ 4 + c₄ / 5 * y ^ 5 + c₅ / 6 * y ^ 6 + c₆ / 7 * y ^ 7)
      (c₀ + c₁ * x + c₂ * x ^ 2 + c₃ * x ^ 3 + c₄ * x ^ 4 + c₅ * x ^ 5 + c₆ * x ^ 6) x := by
    intro x _
    have p := fun (n : ℕ) (c : ℝ) => (hasDerivAt_pow n x).const_mul c
    refine (((((((p 1 c₀).fun_add (p 2 (c₁ / 2))).fun_add (p 3 (c₂ / 3))).fun_add
      (p 4 (c₃ / 4))).fun_add (p 5 (c₄ / 5))).fun_add (p 6 (c₅ / 6))).fun_add
      (p 7 (c₆ / 7))).congr_deriv ?_
    norm_num
    ring
  rw [intervalIntegral.integral_const_mul, intervalIntegral.integral_eq_sub_of_hasDerivAt h
    (Continuous.intervalIntegrable (by fun_prop) _ _)]
  ring
```

The $s$ integral uses the Gamma function for the moments. Splitting the sum requires integrability, which is read off from the moments: Lean assigns the value zero to the integral of a non-integrable function, and these values are positive.

```lean
/-- The remaining integral over `s = r1 + r2`, for a polynomial with powers four to seven
against the density `64 exp(-4 s)`. -/
theorem radial_integral (a b c d : ℝ) :
    ∫ s in Set.Ioi (0 : ℝ), 64 * Real.exp (-4 * s) *
      (a * s ^ 4 + b * s ^ 5 + c * s ^ 6 + d * s ^ 7) =
    3 / 2 * a + 15 / 8 * b + 45 / 16 * c + 315 / 64 * d := by
  -- the Gamma function gives the moments `n! / 4 ^ (n + 1)`
  have m : ∀ n : ℕ, ∫ s in Set.Ioi (0 : ℝ), s ^ n * Real.exp (-4 * s)
      = (n.factorial : ℝ) / 4 ^ (n + 1) := by
    intro n
    have h := Real.integral_rpow_mul_exp_neg_mul_Ioi (a := (n : ℝ) + 1) (r := 4)
      (by positivity) (by norm_num)
    have e : (1 / 4 : ℝ) ^ ((n : ℝ) + 1) = (1 / 4) ^ (n + 1) := by
      rw [← Real.rpow_natCast, Nat.cast_add, Nat.cast_one]
    rw [Real.Gamma_nat_eq_factorial, e] at h
    simp only [add_sub_cancel_right, Real.rpow_natCast] at h
    simp only [neg_mul]
    rw [h, _root_.one_div_pow]
    ring
  -- a non-zero integral belongs to an integrable function
  have i : ∀ (n : ℕ) (k : ℝ), Integrable (fun s : ℝ => k * (s ^ n * Real.exp (-4 * s)))
      (volume.restrict (Set.Ioi 0)) := by
    intro n k
    refine Integrable.const_mul ?_ k
    by_contra h
    have h0 := (m n).symm.trans (integral_undef h)
    have h1 : (0 : ℝ) < (n.factorial : ℝ) / 4 ^ (n + 1) := by positivity
    exact h1.ne' h0
  have e : ∀ s : ℝ, 64 * Real.exp (-4 * s) * (a * s ^ 4 + b * s ^ 5 + c * s ^ 6 + d * s ^ 7)
      = 64 * a * (s ^ 4 * Real.exp (-4 * s)) + 64 * b * (s ^ 5 * Real.exp (-4 * s))
        + 64 * c * (s ^ 6 * Real.exp (-4 * s)) + 64 * d * (s ^ 7 * Real.exp (-4 * s)) := by
    intro s
    ring
  simp only [e]
  have i₂ : Integrable (fun s : ℝ => 64 * a * (s ^ 4 * Real.exp (-4 * s))
      + 64 * b * (s ^ 5 * Real.exp (-4 * s))) (volume.restrict (Set.Ioi 0)) :=
    (i 4 (64 * a)).add (i 5 (64 * b))
  have i₃ : Integrable (fun s : ℝ => 64 * a * (s ^ 4 * Real.exp (-4 * s))
      + 64 * b * (s ^ 5 * Real.exp (-4 * s)) + 64 * c * (s ^ 6 * Real.exp (-4 * s)))
      (volume.restrict (Set.Ioi 0)) := i₂.add (i 6 (64 * c))
  rw [integral_add i₃ (i 7 (64 * d)), integral_add i₂ (i 6 (64 * c)),
    integral_add (i 4 (64 * a)) (i 5 (64 * b))]
  simp only [integral_const_mul, m]
  norm_num [Nat.factorial]
  ring
```

The expression `x ⬝ᵥ overlap *ᵥ x` is $x\cdot Sx$, and likewise for $H$.

```lean
/-- The overlap and Hamiltonian matrices written out as quadratic forms. -/
theorem quadratic_forms (x : Fin 2 → ℝ) :
    x ⬝ᵥ overlap *ᵥ x = x 0 ^ 2 + 35 / 16 * x 0 * x 1 + 3 / 2 * x 1 ^ 2 ∧
    x ⬝ᵥ hamiltonian *ᵥ x =
      -11 / 4 * x 0 ^ 2 - 27 / 4 * x 0 * x 1 - 125 / 32 * x 1 ^ 2 := by
  constructor <;>
    simp [overlap, hamiltonian, Matrix.mulVec, dotProduct, Fin.sum_univ_two] <;> ring
```

For the norm, `ht` performs the $t$ integration, `inner` adds the $u$ integration, and `radial_integral` finishes.

```lean
/-- The squared norm of `(x₀ + x₁ r12) Φ` is the quadratic form of the overlap matrix. -/
theorem norm_trial (x : Fin 2 → ℝ) :
    volumeIntegral (normDensity (trial x)) = x ⬝ᵥ overlap *ᵥ x := by
  have inner : ∀ s : ℝ, (∫ u in (0 : ℝ)..s, ∫ t in (-u)..u, normDensity (trial x) s t u) =
      64 * Real.exp (-4 * s) * (0 * s ^ 4 + 8 / 15 * x 0 ^ 2 * s ^ 5
        + 7 / 9 * x 0 * x 1 * s ^ 6 + 32 / 105 * x 1 ^ 2 * s ^ 7) := by
    intro s
    have hexp : Real.exp (-4 * s) = Real.exp (-2 * s) ^ 2 := by
      rw [pow_two, ← Real.exp_add]
      congr 1
      ring
    have ht : ∀ u : ℝ, (∫ t in (-u)..u, normDensity (trial x) s t u) =
        64 * Real.exp (-4 * s) * (0 + 0 * u + 2 * s ^ 2 * x 0 ^ 2 * u ^ 2
          + 4 * s ^ 2 * x 0 * x 1 * u ^ 3 + (2 * s ^ 2 * x 1 ^ 2 - 2 / 3 * x 0 ^ 2) * u ^ 4
          + (-4 / 3 * x 0 * x 1) * u ^ 5 + (-2 / 3 * x 1 ^ 2) * u ^ 6) := by
      intro u
      have e : ∀ t : ℝ, normDensity (trial x) s t u = 64 * Real.exp (-4 * s) *
          (u * s ^ 2 * (x 0 + x 1 * u) ^ 2 + 0 * t + (-u * (x 0 + x 1 * u) ^ 2) * t ^ 2
            + 0 * t ^ 3 + 0 * t ^ 4 + 0 * t ^ 5 + 0 * t ^ 6) := by
        intro t
        unfold normDensity trial
        rw [hexp]
        ring
      simp only [e]
      rw [integral_poly]
      ring
    simp only [ht]
    rw [integral_poly]
    ring
  unfold volumeIntegral
  simp only [inner]
  rw [radial_integral, (quadratic_forms x).1]
  ring
```

The energy follows the same route, after `ds`, `dt` and `du` supply the three partial derivatives.

```lean
/-- The energy integral of `(x₀ + x₁ r12) Φ` is the quadratic form of the Hamiltonian matrix. -/
theorem energy_trial (x : Fin 2 → ℝ) :
    volumeIntegral (energyDensity (trial x)) = x ⬝ᵥ hamiltonian *ᵥ x := by
  have inner : ∀ s : ℝ, (∫ u in (0 : ℝ)..s, ∫ t in (-u)..u, energyDensity (trial x) s t u) =
      64 * Real.exp (-4 * s) * (-9 / 2 * x 0 ^ 2 * s ^ 4
        + (32 / 15 * x 0 ^ 2 + 8 / 15 * x 1 ^ 2 - 124 / 15 * x 0 * x 1) * s ^ 5
        + (28 / 9 * x 0 * x 1 - 349 / 90 * x 1 ^ 2) * s ^ 6
        + 128 / 105 * x 1 ^ 2 * s ^ 7) := by
    intro s
    have hexp : Real.exp (-4 * s) = Real.exp (-2 * s) ^ 2 := by
      rw [pow_two, ← Real.exp_add]
      congr 1
      ring
    have ht : ∀ u : ℝ, (∫ t in (-u)..u, energyDensity (trial x) s t u) =
        64 * Real.exp (-4 * s) * (0 + 2 * s ^ 2 * x 0 ^ 2 * u
          + (2 * s ^ 2 * (4 * x 0 ^ 2 + x 1 ^ 2) + 4 * s ^ 2 * x 0 * x 1
            - 16 * s * x 0 ^ 2) * u ^ 2
          + (16 * s ^ 2 * x 0 * x 1 - 112 / 3 * s * x 0 * x 1 + 2 * s ^ 2 * x 1 ^ 2
            - 2 / 3 * x 0 ^ 2) * u ^ 3
          + (8 * s ^ 2 * x 1 ^ 2 - 2 / 3 * (4 * x 0 ^ 2 + x 1 ^ 2) - 64 / 3 * s * x 1 ^ 2
            - 4 / 3 * x 0 * x 1) * u ^ 4
          + (-16 / 3 * x 0 * x 1 - 2 / 3 * x 1 ^ 2) * u ^ 5
          + (-8 / 3 * x 1 ^ 2) * u ^ 6) := by
      intro u
      have e : ∀ t : ℝ, energyDensity (trial x) s t u = 64 * Real.exp (-4 * s) *
          ((u * s ^ 2 * (4 * (x 0 + x 1 * u) ^ 2 + x 1 ^ 2)
              - 4 * s * u ^ 2 * (x 0 + x 1 * u) * x 1
              + (s ^ 2 - 8 * s * u) * (x 0 + x 1 * u) ^ 2) + 0 * t
            + (-u * (4 * (x 0 + x 1 * u) ^ 2 + x 1 ^ 2) + 4 * s * (x 0 + x 1 * u) * x 1
              - (x 0 + x 1 * u) ^ 2) * t ^ 2
            + 0 * t ^ 3 + 0 * t ^ 4 + 0 * t ^ 5 + 0 * t ^ 6) := by
        intro t
        -- the three partial derivatives of the trial function
        have h1 : HasDerivAt (fun y : ℝ => -2 * y) (-2) s := by
          simpa using (hasDerivAt_id' s).const_mul (-2 : ℝ)
        have ds : HasDerivAt (fun y => trial x y t u) (-2 * trial x s t u) s :=
          ((h1.exp.const_mul 8).const_mul (x 0 + x 1 * u)).congr_deriv
            (by unfold trial; ring)
        have dt : deriv (fun y => trial x s y u) t = 0 := by
          unfold trial
          exact deriv_const _ _
        have du : HasDerivAt (trial x s t) (x 1 * (8 * Real.exp (-2 * s))) u :=
          ((((hasDerivAt_id' u).const_mul (x 1)).const_add (x 0)).mul_const
            (8 * Real.exp (-2 * s))).congr_deriv (by ring)
        unfold energyDensity
        rw [ds.deriv, dt, du.deriv]
        unfold trial
        rw [hexp]
        ring
      simp only [e]
      rw [integral_poly]
      ring
    simp only [ht]
    rw [integral_poly]
    ring
  unfold volumeIntegral
  simp only [inner]
  rw [radial_integral, (quadratic_forms x).2]
  ring
```

## The minimum as a theorem

Positive definiteness is split by whether `x 1` vanishes; if it does not, the completed square decides.

```lean
/-- The overlap matrix is positive definite. -/
theorem overlap_posDef : overlap.PosDef := by
  refine Matrix.posDef_iff_dotProduct_mulVec.mpr ⟨?_, fun x hx => ?_⟩
  · ext i j
    fin_cases i <;> fin_cases j <;> simp [overlap]
  · rw [star_trivial, (quadratic_forms x).1]
    by_cases hb : x 1 = 0
    · have ha : x 0 ≠ 0 := by
        intro ha
        apply hx
        funext i
        fin_cases i
        · exact ha
        · exact hb
      rw [hb]
      have := sq_pos_of_ne_zero ha
      linarith
    · -- complete the square
      have := sq_pos_of_ne_zero hb
      nlinarith [sq_nonneg (x 0 + 35 / 32 * x 1)]
```

The quadratic equation and the numerical bounds come from the square root.

```lean
/-- `r12Energy` solves the secular equation `311 E² + 664 E - 664 = 0` and lies between
-2.878 and -2.877 hartree. -/
theorem secular_root : 311 * r12Energy ^ 2 + 664 * r12Energy - 664 = 0 ∧
    -2.878 < r12Energy ∧ r12Energy < -2.877 := by
  have h : Real.sqrt 316728 ^ 2 = 316728 := Real.sq_sqrt (by norm_num)
  have lo : (562.75 : ℝ) < Real.sqrt 316728 := (Real.lt_sqrt (by norm_num)).mpr (by norm_num)
  have hi : Real.sqrt 316728 < 563 := (Real.sqrt_lt' (by norm_num)).mpr (by norm_num)
  unfold r12Energy
  refine ⟨by linear_combination h / 311, ?_, ?_⟩
  · norm_num at *
    linarith
  · norm_num at *
    linarith
```

`IsLeast` says that the number belongs to the set of quotients and that no member is smaller. The vector `v` is $(-B,A)$, and `key` is the perfect-square identity. The secular equation `hq` is used to check that `v` attains the minimum and to prove `key`.

```lean
/-- The minimum of `x·Hx / x·Sx` over nonzero real `x` is attained and equals
`-(332 + √316728)/311` hartree. -/
theorem isLeast_rayleigh :
    IsLeast {e : ℝ | ∃ x : Fin 2 → ℝ, x ≠ 0 ∧
      e = (x ⬝ᵥ hamiltonian *ᵥ x) / (x ⬝ᵥ overlap *ᵥ x)}
      (-(332 + Real.sqrt 316728) / 311) := by
  change IsLeast _ r12Energy
  obtain ⟨hq, -, hE⟩ := secular_root
  have hA : 0 < -11 / 4 - r12Energy := by
    norm_num at hE
    linarith
  have pos : ∀ x : Fin 2 → ℝ, x ≠ 0 → 0 < x ⬝ᵥ overlap *ᵥ x := by
    intro x hx
    have h := (Matrix.posDef_iff_dotProduct_mulVec.mp overlap_posDef).2 hx
    rwa [star_trivial] at h
  constructor
  · -- an explicit solution of the secular problem
    obtain ⟨v, h0, h1⟩ : ∃ v : Fin 2 → ℝ, v 0 = 27 / 8 + 35 / 32 * r12Energy ∧
        v 1 = -11 / 4 - r12Energy := ⟨![_, _], rfl, rfl⟩
    have hv : v ≠ 0 := by
      intro h
      rw [h] at h1
      exact hA.ne h1
    refine ⟨v, hv, ?_⟩
    rw [eq_div_iff (pos v hv).ne', (quadratic_forms v).1, (quadratic_forms v).2, h0, h1]
    linear_combination (11 / 4 + r12Energy) / 1024 * hq
  · rintro e ⟨x, hx, rfl⟩
    rw [le_div_iff₀ (pos x hx), (quadratic_forms x).1, (quadratic_forms x).2]
    -- up to a positive factor the difference is a perfect square
    have key : (-11 / 4 - r12Energy) *
        ((-11 / 4 * x 0 ^ 2 - 27 / 4 * x 0 * x 1 - 125 / 32 * x 1 ^ 2)
          - r12Energy * (x 0 ^ 2 + 35 / 16 * x 0 * x 1 + 3 / 2 * x 1 ^ 2)) =
        ((-11 / 4 - r12Energy) * x 0 + (-27 / 8 - 35 / 32 * r12Energy) * x 1) ^ 2 := by
      linear_combination x 1 ^ 2 / 1024 * hq
    have h := (mul_nonneg_iff_of_pos_left hA).mp (key ▸ sq_nonneg _)
    linarith
```

The last theorem replaces the matrix quotient by the quotient of the energy and norm integrals. Its minimum ranges over the two coefficients only, with the exponent held at 2.

```lean
/-- The lowest helium energy among the nonzero trial functions `(x₀ + x₁ r12) Φ` is attained,
equals `-(332 + √316728)/311` hartree, and lies between -2.878 and -2.877 hartree. -/
theorem helium_r12_minimum :
    IsLeast {e : ℝ | ∃ x : Fin 2 → ℝ, x ≠ 0 ∧
      e = volumeIntegral (energyDensity (trial x)) / volumeIntegral (normDensity (trial x))}
      (-(332 + Real.sqrt 316728) / 311) ∧
    -2.878 < -(332 + Real.sqrt 316728) / 311 ∧
    -(332 + Real.sqrt 316728) / 311 < -2.877 := by
  refine ⟨?_, secular_root.2⟩
  simp only [energy_trial, norm_trial]
  exact isLeast_rayleigh

end

end HeliumR12
```

```lean
#print axioms HeliumR12.helium_r12_minimum
```

```
'HeliumR12.helium_r12_minimum' depends on axioms: [propext, Classical.choice, Quot.sound]
```
